# Polynomial interpolation of the vibrational levels v = 0, …, n, extrapolated to v = n + 1, magnifies level errors by at most 2^(n+1) − 1, and this factor is attained

The fit considered here is exact interpolation: \(n+1\) vibrational levels determine the \(n+1\) coefficients of a polynomial of degree at most \(n\). For a rotationless progression this is a Dunham expansion with a free constant term, since powers of \(v+\tfrac12\) up to \(n\) span the same polynomials as powers of \(v\). A least-squares fit with fewer coefficients than levels weights the data differently and is a different problem.

```lean
import Mathlib

open Finset Polynomial

namespace DunhamExtrapolation
```

Let \(y(v)\) be the level energies, all in one unit. Write \(p_y\) for the polynomial of degree at most \(n\) with \(p_y(v)=y(v)\) for \(v=0,\dots,n\). In Lean it is `levelFit n y`, Mathlib's Lagrange interpolant. The type `ℕ → ℝ` supplies an infinite sequence of levels, but only the first \(n+1\) entries enter the fit.

```lean
/-- The polynomial of degree at most `n` in the vibrational quantum number that interpolates
the levels `y 0, ..., y n`. -/
noncomputable def levelFit (n : ℕ) (y : ℕ → ℝ) : ℝ[X] :=
  Lagrange.interpolate (range (n + 1)) (fun v : ℕ => (v : ℝ)) y
```

Now let the levels \(G(v)\) carry errors \(d(v)\). The quantity of interest is the resulting change in the predicted next level,
\[
E = p_{G+d}(n+1)-p_G(n+1).
\]

```lean
/-- The change of the level predicted at `v = n + 1` when the fitted levels `G` are replaced
by `G + d`. -/
noncomputable def extrapolationError (n : ℕ) (G d : ℕ → ℝ) : ℝ :=
  (levelFit n (G + d)).eval ((n : ℝ) + 1) - (levelFit n G).eval ((n : ℝ) + 1)
```

The nodes \(0,\dots,n\) are distinct, so the interpolant exists, has degree at most \(n\) and passes through every level. The proof obtains distinctness from the injectivity of the map from natural to real numbers, and Mathlib's interpolation lemmas do the rest.

```lean
/-- The fit has degree at most `n` and reproduces the levels `v = 0, ..., n`. -/
theorem levelFit_spec (n : ℕ) (y : ℕ → ℝ) :
    (levelFit n y).natDegree ≤ n ∧ ∀ v ≤ n, (levelFit n y).eval (v : ℝ) = y v := by
  have hinj : Set.InjOn (fun v : ℕ => (v : ℝ)) (range (n + 1) : Finset ℕ) :=
    fun a _ b _ h => Nat.cast_injective h
  constructor
  · have h := Lagrange.degree_interpolate_lt y hinj
    rw [card_range] at h
    exact Polynomial.natDegree_le_iff_coeff_eq_zero.2
      (fun N hN => (Polynomial.degree_lt_iff_coeff_zero _ _).1 h N hN)
  · intro v hv
    exact Lagrange.eval_interpolate_at_node y hinj (mem_range.2 (Nat.lt_succ_of_le hv))
```

## The next value of a polynomial follows from the previous n + 1

Define the forward difference \(\Delta f(r)=f(r+1)-f(r)\). It sends constants to zero and, by cancelling the leading power, lowers the degree of every other polynomial by one, so \(n+1\) applications annihilate \(r^j\) whenever \(j\le n\). With the shift \(Sf(r)=f(r+1)\) we have \(\Delta=S-1\). Expanding \((S-1)^{n+1}\) by the binomial theorem and evaluating at \(r=0\) gives
\[
\sum_{k=0}^{n+1}(-1)^{n+1-k}\binom{n+1}{k}k^j=0 .
\]

Mathlib has this operator as `fwdDiff`, and the proof uses two facts about its iterates. The lemma `fwdDiff_iter_pow_eq_zero_of_lt` states the annihilation as an equality of functions, which `congrFun h0 0` evaluates at zero. The lemma `fwdDiff_iter_eq_sum_shift` then rewrites the iterate as the signed binomial sum. Between them they replace an induction on \(n\).

```lean
/-- The finite difference of order `n + 1` of the power `v ^ j`, taken at `v = 0`, vanishes for
`j ≤ n`. -/
theorem power_difference (n j : ℕ) (h : j < n + 1) :
    ∑ k ∈ range (n + 1 + 1),
      (-1 : ℝ) ^ (n + 1 - k) * ((n + 1).choose k : ℝ) * (k : ℝ) ^ j = 0 := by
  have h0 : (fwdDiff (1 : ℝ))^[n + 1] (fun r : ℝ => r ^ j) = 0 :=
    fwdDiff_iter_pow_eq_zero_of_lt h
  have h1 := congrFun h0 0
  rw [fwdDiff_iter_eq_sum_shift] at h1
  simpa [zsmul_eq_mul] using h1
```

For \(p(v)=\sum_{j\le n}c_jv^j\), exchange the sums over \(j\) and \(k\). Each power contributes zero, so the same combination of the values \(p(k)\) vanishes. Moving all terms but \(k=n+1\) to the other side flips their signs:
\[
p(n+1)=\sum_{i=0}^{n}(-1)^{n-i}\binom{n+1}{i}p(i).
\]
For \(n=1\) this is the straight-line rule \(p(2)=2p(1)-p(0)\). In the proof, `Finset.sum_comm` exchanges the sums and `Finset.sum_range_succ` splits off the last term.

```lean
/-- A polynomial of degree at most `n` has at `n + 1` a value fixed by its values at
`0, ..., n`, combined with binomial weights of alternating sign. -/
theorem eval_next_level (n : ℕ) (p : ℝ[X]) (hp : p.natDegree ≤ n) :
    p.eval ((n : ℝ) + 1) =
      ∑ i ∈ range (n + 1), (-1 : ℝ) ^ (n - i) * ((n + 1).choose i : ℝ) * p.eval (i : ℝ) := by
  -- the difference of order n + 1 vanishes, monomial by monomial
  have h : ∑ k ∈ range (n + 1 + 1),
      (-1 : ℝ) ^ (n + 1 - k) * ((n + 1).choose k : ℝ) * p.eval (k : ℝ) = 0 := by
    simp_rw [Polynomial.eval_eq_sum_range' (Nat.lt_succ_of_le hp), Finset.mul_sum]
    rw [Finset.sum_comm]
    refine Finset.sum_eq_zero fun j hj => ?_
    have hj' := power_difference n j (mem_range.1 hj)
    calc _ = p.coeff j * ∑ k ∈ range (n + 1 + 1),
          (-1 : ℝ) ^ (n + 1 - k) * ((n + 1).choose k : ℝ) * (k : ℝ) ^ j := by
            rw [Finset.mul_sum]
            exact Finset.sum_congr rfl fun k _ => by ring
      _ = 0 := by rw [hj', mul_zero]
  -- isolate the term k = n + 1
  have h2 : ∑ k ∈ range (n + 1),
      (-1 : ℝ) ^ (n + 1 - k) * ((n + 1).choose k : ℝ) * p.eval (k : ℝ) =
      -∑ k ∈ range (n + 1), (-1 : ℝ) ^ (n - k) * ((n + 1).choose k : ℝ) * p.eval (k : ℝ) := by
    rw [← Finset.sum_neg_distrib]
    refine Finset.sum_congr rfl fun k hk => ?_
    have hk' := mem_range.1 hk
    have e1 : n + 1 - k = (n - k) + 1 := by omega
    rw [e1, pow_succ]
    ring
  rw [Finset.sum_range_succ, Nat.sub_self, pow_zero, Nat.choose_self, Nat.cast_one, one_mul,
    one_mul, h2, Nat.cast_succ] at h
  linarith
```

## Level errors enter with binomial weights

Apply this formula to \(p_{G+d}\) and \(p_G\) and subtract. At each node the two fits differ by \(d(i)\), so
\[
E=\sum_{i=0}^{n}(-1)^{n-i}\binom{n+1}{i}d(i).
\]
The levels \(G\) themselves have dropped out.

```lean
/-- The extrapolation error is the sum of the level errors with binomial weights of
alternating sign. -/
theorem extrapolationError_eq (n : ℕ) (G d : ℕ → ℝ) :
    extrapolationError n G d =
      ∑ i ∈ range (n + 1), (-1 : ℝ) ^ (n - i) * ((n + 1).choose i : ℝ) * d i := by
  unfold extrapolationError
  rw [eval_next_level n _ (levelFit_spec n (G + d)).1,
    eval_next_level n _ (levelFit_spec n G).1, ← Finset.sum_sub_distrib]
  refine Finset.sum_congr rfl fun i hi => ?_
  have hi' : i ≤ n := Nat.lt_succ_iff.1 (mem_range.1 hi)
  rw [(levelFit_spec n (G + d)).2 i hi', (levelFit_spec n G).2 i hi', Pi.add_apply]
  ring
```

All binomial coefficients of order \(n+1\) sum to \(2^{n+1}\). The one for \(i=n+1\) equals 1 and is missing here, which leaves
\[
\sum_{i=0}^{n}\binom{n+1}{i}=2^{n+1}-1 .
\]

```lean
/-- The binomial weights of the levels `0, ..., n` add up to `2 ^ (n + 1) - 1`. -/
theorem sum_weights (n : ℕ) :
    ∑ i ∈ range (n + 1), ((n + 1).choose i : ℝ) = 2 ^ (n + 1) - 1 := by
  have h := Nat.sum_range_choose (n + 1)
  rw [Finset.sum_range_succ, Nat.choose_self] at h
  have h' : ∑ i ∈ range (n + 1), ((n + 1).choose i : ℝ) + 1 = 2 ^ (n + 1) := by
    exact_mod_cast h
  linarith
```

If \(|d(v)|\le e\) for every \(v\le n\), the triangle inequality gives
\[
|E|\le\sum_{i=0}^{n}\binom{n+1}{i}|d(i)|\le(2^{n+1}-1)e .
\]
The number \(e\) is a common hard bound on the level errors, not a standard deviation, and the errors may be correlated in any way.

```lean
/-- If each level error is at most `e` in size, the extrapolation error is at most
`(2 ^ (n + 1) - 1) * e` in size. -/
theorem abs_extrapolationError_le (n : ℕ) (G d : ℕ → ℝ) (e : ℝ) (hd : ∀ v ≤ n, |d v| ≤ e) :
    |extrapolationError n G d| ≤ (2 ^ (n + 1) - 1) * e := by
  rw [extrapolationError_eq, ← sum_weights, Finset.sum_mul]
  refine (Finset.abs_sum_le_sum_abs _ _).trans (Finset.sum_le_sum fun i hi => ?_)
  rw [abs_mul, abs_mul, abs_pow, abs_neg, abs_one, one_pow, one_mul, Nat.abs_cast]
  exact mul_le_mul_of_nonneg_left (hd i (Nat.lt_succ_iff.1 (mem_range.1 hi)))
    (Nat.cast_nonneg _)
```

To see when the upper limit is reached, write the shortfall as
\[
(2^{n+1}-1)e-E=\sum_{i=0}^{n}\binom{n+1}{i}\bigl(e-(-1)^{n-i}d(i)\bigr).
\]
No term is negative, because \(|d(i)|\le e\). The shortfall therefore vanishes only if every term does, and since the binomial coefficients are positive, this means \(d(v)=(-1)^{n-v}e\) for all \(v\le n\). Conversely, these errors make every term zero. The Lean proof names the identity `hgap` and the signs of its terms `hnn`; `Finset.sum_eq_zero_iff_of_nonneg` then passes from the sum to its terms. The theorem concerns the positive extreme; as \(E\) changes sign with \(d\), the opposite pattern gives the negative one.

```lean
/-- For level errors of size at most `e`, the extrapolation error equals `(2 ^ (n + 1) - 1) * e`
exactly when the level errors are `e` with alternating sign, starting from `+e` at `v = n`. -/
theorem extrapolationError_eq_max_iff (n : ℕ) (G d : ℕ → ℝ) (e : ℝ)
    (hd : ∀ v ≤ n, |d v| ≤ e) :
    extrapolationError n G d = (2 ^ (n + 1) - 1) * e ↔
      ∀ v ≤ n, d v = (-1) ^ (n - v) * e := by
  have hs : ∀ i : ℕ, (-1 : ℝ) ^ (n - i) * (-1) ^ (n - i) = 1 := fun i => by
    rw [← mul_pow]; norm_num
  -- the shortfall from the maximum is a sum of nonnegative terms
  have hgap : ∑ i ∈ range (n + 1), ((n + 1).choose i : ℝ) * (e - (-1) ^ (n - i) * d i) =
      (2 ^ (n + 1) - 1) * e - extrapolationError n G d := by
    rw [extrapolationError_eq, ← sum_weights, Finset.sum_mul, ← Finset.sum_sub_distrib]
    exact Finset.sum_congr rfl fun i _ => by ring
  have hnn : ∀ i ∈ range (n + 1),
      0 ≤ ((n + 1).choose i : ℝ) * (e - (-1) ^ (n - i) * d i) := fun i hi => by
    have h1 : |(-1 : ℝ) ^ (n - i) * d i| ≤ e := by
      rw [abs_mul, abs_pow, abs_neg, abs_one, one_pow, one_mul]
      exact hd i (Nat.lt_succ_iff.1 (mem_range.1 hi))
    exact mul_nonneg (Nat.cast_nonneg _) (sub_nonneg.2 ((le_abs_self _).trans h1))
  constructor
  · intro h v hv
    rw [h, sub_self] at hgap
    have h0 := (Finset.sum_eq_zero_iff_of_nonneg hnn).1 hgap v
      (mem_range.2 (Nat.lt_succ_of_le hv))
    have hc : ((n + 1).choose v : ℝ) ≠ 0 :=
      Nat.cast_ne_zero.2 (Nat.choose_pos (Nat.le_succ_of_le hv)).ne'
    have h1 := (mul_eq_zero.1 h0).resolve_left hc
    linear_combination (-(-1 : ℝ) ^ (n - v)) * h1 - d v * hs v
  · intro h
    have h0 : ∑ i ∈ range (n + 1),
        ((n + 1).choose i : ℝ) * (e - (-1) ^ (n - i) * d i) = 0 := by
      refine Finset.sum_eq_zero fun i hi => ?_
      rw [h i (Nat.lt_succ_iff.1 (mem_range.1 hi))]
      linear_combination (-((n + 1).choose i : ℝ) * e) * hs i
    linarith
```

`IsGreatest` combines two statements: the value \((2^{n+1}-1)e\) occurs among the possible \(|E|\), and none of them exceeds it. The alternating pattern supplies the first and the triangle inequality the second. With six levels, \(n=5\), the factor is 63; with a single level, \(n=0\), it is 1. For \(e>0\), attaining it takes an error in the level \(v=0\) as well. If the levels are given relative to \(v=0\), then \(d(0)=0\), the term \(i=0\) drops out of \(E\), and the largest factor is \(2^{n+1}-2\).

```lean
/-- Over all level errors of size at most `e`, with `e ≥ 0`, the largest size of the error
extrapolated to `v = n + 1` is exactly `(2 ^ (n + 1) - 1) * e`. -/
theorem worst_extrapolationError (n : ℕ) (G : ℕ → ℝ) (e : ℝ) (he : 0 ≤ e) :
    IsGreatest {r : ℝ | ∃ d : ℕ → ℝ, (∀ v ≤ n, |d v| ≤ e) ∧ r = |extrapolationError n G d|}
      ((2 ^ (n + 1) - 1) * e) := by
  constructor
  · -- alternating errors attain the bound
    have hd : ∀ v ≤ n, |(fun v : ℕ => (-1 : ℝ) ^ (n - v) * e) v| ≤ e := fun v _ => by
      show |(-1 : ℝ) ^ (n - v) * e| ≤ e
      rw [abs_mul, abs_pow, abs_neg, abs_one, one_pow, one_mul, abs_of_nonneg he]
    refine ⟨_, hd, ?_⟩
    rw [(extrapolationError_eq_max_iff n G _ e hd).2 fun v _ => rfl]
    have h1 : (1 : ℝ) ≤ 2 ^ (n + 1) := one_le_pow₀ (by norm_num)
    exact (abs_of_nonneg (mul_nonneg (sub_nonneg.2 h1) he)).symm
  · rintro r ⟨d, hd, rfl⟩
    exact abs_extrapolationError_le n G d e hd
```

## Distance from the true level

Suppose the true levels are \(P(v)\), with \(P\) a polynomial of degree at most \(n\), and the measured levels \(y(v)\) deviate from them by at most \(e\). Set \(G(v)=P(v)\) and \(d(v)=y(v)-P(v)\). The fit to \(G\) has the same values as \(P\) at \(0,\dots,n\), hence also at \(n+1\), and the earlier bound becomes
\[
|p_y(n+1)-P(n+1)|\le(2^{n+1}-1)e .
\]

Allowing \(P\) to have degree \(n+1\) already breaks this bound. Take Morse levels \(P(v)=\omega_e(v+\tfrac12)-\omega_ex_e(v+\tfrac12)^2\) with harmonic constant \(\omega_e\) and anharmonicity constant \(\omega_ex_e>0\), known without error, and fit a line through \(v=0,1\). Its prediction at \(v=2\) is too high by
\[
2P(1)-P(0)-P(2)=2\,\omega_ex_e ,
\]
although \(e=0\) would require perfect agreement.

```lean
/-- If the true levels follow a polynomial `P` of degree at most `n` and the levels `y` deviate
from it by at most `e` for `v = 0, ..., n`, the fit to `y` misses the true level at `v = n + 1`
by at most `(2 ^ (n + 1) - 1) * e`. -/
theorem predicted_level_error (n : ℕ) (P : ℝ[X]) (hP : P.natDegree ≤ n) (y : ℕ → ℝ) (e : ℝ)
    (hy : ∀ v ≤ n, |y v - P.eval (v : ℝ)| ≤ e) :
    |(levelFit n y).eval ((n : ℝ) + 1) - P.eval ((n : ℝ) + 1)| ≤ (2 ^ (n + 1) - 1) * e := by
  have hG : (levelFit n fun v => P.eval (v : ℝ)).eval ((n : ℝ) + 1) =
      P.eval ((n : ℝ) + 1) := by
    rw [eval_next_level n _ (levelFit_spec n _).1, eval_next_level n P hP]
    refine Finset.sum_congr rfl fun i hi => ?_
    rw [(levelFit_spec n _).2 i (Nat.lt_succ_iff.1 (mem_range.1 hi))]
  have h := abs_extrapolationError_le n (fun v => P.eval (v : ℝ))
    (y - fun v : ℕ => P.eval (v : ℝ)) e hy
  unfold extrapolationError at h
  rwa [add_sub_cancel, hG] at h
```

## Worst-case errors at high order

Fix \(e>0\) and a tolerance \(T\), and choose a natural number \(N>T/e\). For \(n\ge N\) we have \(2^{n+1}\ge N+1\), so
\[
T<Ne\le(2^{n+1}-1)e ,
\]
and the alternating level errors for that \(n\) produce an extrapolation error above the tolerance.

For predicting the next unobserved level of a progression, this limits the trust that a high-order interpolating fit deserves when only a common error bound is known. It is a worst-case statement: for particular data a higher order may still predict better, because it can follow the true curve more closely. The limit of large \(n\) is also an idealisation for a molecule with finitely many bound levels.

```lean
/-- For a fixed level uncertainty `e > 0` and any tolerance `T`, every fit of sufficiently high
order admits level errors of size at most `e` whose extrapolation error exceeds `T`. -/
theorem high_order_unreliable (G : ℕ → ℝ) (e T : ℝ) (he : 0 < e) :
    ∃ N : ℕ, ∀ n ≥ N, ∃ d : ℕ → ℝ,
      (∀ v ≤ n, |d v| ≤ e) ∧ T < |extrapolationError n G d| := by
  obtain ⟨N, hN⟩ := exists_nat_gt (T / e)
  refine ⟨N, fun n hn => ?_⟩
  obtain ⟨d, hd, hmax⟩ := (worst_extrapolationError n G e he.le).1
  refine ⟨d, hd, ?_⟩
  rw [← hmax]
  -- the amplification factor outgrows the order itself
  have h1 : N + 1 ≤ 2 ^ (n + 1) :=
    (Nat.succ_le_succ hn).trans (Nat.lt_two_pow_self (n := n + 1)).le
  have h2 : (N : ℝ) + 1 ≤ 2 ^ (n + 1) := by exact_mod_cast h1
  calc T < N * e := (div_lt_iff₀ he).1 hN
    _ ≤ (2 ^ (n + 1) - 1) * e := mul_le_mul_of_nonneg_right (by linarith) he.le

end DunhamExtrapolation
```

```lean
#print axioms DunhamExtrapolation.worst_extrapolationError
-- 'DunhamExtrapolation.worst_extrapolationError' depends on axioms: [propext, Classical.choice, Quot.sound]
#print axioms DunhamExtrapolation.predicted_level_error
-- 'DunhamExtrapolation.predicted_level_error' depends on axioms: [propext, Classical.choice, Quot.sound]
#print axioms DunhamExtrapolation.high_order_unreliable
-- 'DunhamExtrapolation.high_order_unreliable' depends on axioms: [propext, Classical.choice, Quot.sound]
```
